# Evaluating the determinant polynomial of a quadratic matrix pencil at a complex number

In a quadratic eigenvalue problem one seeks numbers `z` for which (z²A + zB + D)v = 0 has a nonzero solution v, and these are the zeros of the determinant of z²A + zB + D. The lemma `pencil_eval` supports that use without speaking of the zeros themselves: forming the determinant as a polynomial and then inserting a number `z` gives the same result as inserting `z` first and taking the determinant of the resulting numerical matrix. Here `A`, `B` and `D` are any complex square matrices of the same finite size, with no assumption of hermiticity or invertibility, and `z` is any complex number. The proof uses the fact that evaluation at `z` is a ring homomorphism and so passes through the determinant, and then compares the two matrices entry by entry.

The failing Lean file:

```lean
import Mathlib

open Matrix Polynomial
open scoped ComplexOrder

namespace PencilEval

noncomputable section

variable {n : Type*} [Fintype n] [DecidableEq n]

/-- The quadratic matrix pencil `z² A + z B + D`, as a matrix of polynomials in `z`. -/
def pencil (A B D : Matrix n n ℂ) : Matrix n n ℂ[X] :=
  (X ^ 2 : ℂ[X]) • A.map C + (X : ℂ[X]) • B.map C + D.map C

omit [Fintype n] [DecidableEq n] in
/-- Each entry of the pencil is a polynomial of degree at most two, with the matching entries
of `A`, `B` and `D` as coefficients. -/
theorem pencil_apply (A B D : Matrix n n ℂ) (i j : n) :
    pencil A B D i j = X ^ 2 * C (A i j) + X * C (B i j) + C (D i j) := by
  simp [pencil]

/-- The determinant polynomial of the pencil, evaluated at a number `z`, is the determinant of
the matrix `z² A + z B + D`. -/
theorem pencil_eval (A B D : Matrix n n ℂ) (z : ℂ) :
    (pencil A B D).det.eval z = (z ^ 2 • A + z • B + D).det := by
  have h := RingHom.map_det (evalRingHom z) (pencil A B D)
  rw [coe_evalRingHom] at h
  rw [h]
  congr 1
  ext i j
  simp [pencil_apply]

end

end PencilEval
```

The error:

```
Main.lean:26:63: error: unsolved goals
n : Type u_1
inst✝¹ : Fintype n
inst✝ : DecidableEq n
A B D : Matrix n n ℂ
z : ℂ
h : eval z (pencil A B D).det = ((evalRingHom z).mapMatrix (pencil A B D)).det
i j : n
⊢ A i j * z ^ 2 + B i j * z = z ^ 2 * A i j + z * B i j
```

Lean accepts the file once it reads:

```diff
@@ -31,4 +31,5 @@
   ext i j
   simp [pencil_apply]
+  ring
 
 end
```

The one error, `unsolved goals`, says that the proof ran to its end with something left to show. The passage through the determinant had worked, and `simp [pencil_apply]` had evaluated the polynomial entries and cancelled `D i j` from both sides. What remained was `A i j * z ^ 2 + B i j * z = z ^ 2 * A i j + z * B i j`, which is true and differs only in the order of the factors.

The order differs because `simp` prefers constants to the left of `X` in a polynomial, and rewrites `X * C a` as `C a * X`, and likewise for powers of `X`. After evaluation the left side therefore has the matrix entry first. The right side comes from the scalar multiples `z ^ 2 • A` and `z • B`, which unfold with the scalar first. Nothing in this `simp` call brings the two products to a common order.

The added `ring` proves identities that follow from the laws of a commutative ring, here ℂ, and so closes the goal.
